# Two electrons in one normalised orbital: single ionization is at most one half

Two electrons with opposite spins share one spatial orbital $\varphi$ when a laser pulse ends. Part of the orbital is still near the nucleus and part has moved away. We want the probabilities that the atom has lost no electron, one electron or both.

Space is a finite grid with points $x$, and $\varphi(x)$ is a complex number. The volume of a grid cell is absorbed into the amplitude, so normalisation reads $\sum_x|\varphi(x)|^2=1$. The bound region $R$ is a chosen set of grid points, and an electron counts as ionized when it is found outside $R$. The weight of the orbital in the bound region is

$$p=\sum_{x\in R}|\varphi(x)|^2 .$$

Any two-electron spin singlet, correlated or not, has a spatial amplitude $\Psi(x,y)$, with the first electron at $x$ and the second at $y$. Let $N(x,y)$ be the number of the two points that lie outside $R$. When $\Psi$ is normalised, $\sum_{x,y}|\Psi(x,y)|^2=1$, the probability of finding exactly $k$ electrons outside is

$$P_k=\sum_{x,y:\,N(x,y)=k}|\Psi(x,y)|^2 .$$

The sum runs over ordered pairs, so $(x,y)$ and $(y,x)$ are counted separately. For the doubly occupied orbital, $\Psi(x,y)=\varphi(x)\varphi(y)$. The claim is that in this case

$$P_0=p^2,\qquad P_1=2p(1-p),\qquad P_2=(1-p)^2,$$

that these sum to one, and that $P_1\le\tfrac12$ with equality exactly when $p=\tfrac12$.

In time-dependent density functional theory, a helium atom that starts in its ground state is normally described by a single doubly occupied Kohn–Sham orbital, and these formulas give its ionization probabilities as long as the pair density is taken to be the non-interacting product. The hypotheses do not justify that replacement for a real atom: interacting electrons have a correlated pair density, even when the one-electron density is exact.

## Counting configurations

Every pair $(x,y)$ has $N=0$, $1$ or $2$, and only one of these. Hence, for any $\Psi$,

$$P_0+P_1+P_2=\sum_{x,y}|\Psi(x,y)|^2 .$$

Now let $\Psi(x,y)=\varphi(x)\varphi(y)$. The right-hand side becomes $\left(\sum_x|\varphi(x)|^2\right)^2=1$. Normalisation also gives the weight outside the bound region:

$$\sum_{x\notin R}|\varphi(x)|^2=1-p .$$

No electron is outside when both points lie in $R$, and both are outside when neither does. In each case the double sum factorises:

$$P_0=\sum_{x\in R}|\varphi(x)|^2\sum_{y\in R}|\varphi(y)|^2=p^2,\qquad
P_2=\sum_{x\notin R}|\varphi(x)|^2\sum_{y\notin R}|\varphi(y)|^2=(1-p)^2 .$$

What remains is single ionization:

$$P_1=1-p^2-(1-p)^2=2p-2p^2=2p(1-p).$$

The factor 2 reflects the two ways to be singly ionized: either the first or the second electron is the one outside.

For the bound, complete the square:

$$\tfrac12-2p(1-p)=2p^2-2p+\tfrac12=2\left(p-\tfrac12\right)^2\ge 0 .$$

The difference vanishes exactly when $p=\tfrac12$.

Finally, $p$ is a sum of squares and so is not negative, which gives $p=\sqrt{P_0}$. The probability that both electrons are still in $R$ therefore determines the other two:

$$P_1=2\sqrt{P_0}\left(1-\sqrt{P_0}\right),\qquad P_2=\left(1-\sqrt{P_0}\right)^2 .$$

## Three sites, and a single site

Take sites 0, 1 and 2 with $|\varphi|^2=0.5,\ 0.3,\ 0.2$, and let $R$ consist of sites 0 and 1. Then $p=0.8$, and the formulas give $P_0=0.64$, $P_1=0.32$ and $P_2=0.04$, with sum 1. Direct counting agrees. The singly ionized configurations are $(0,2)$, $(1,2)$ and their exchanged partners, with total weight $2(0.5\cdot0.2+0.3\cdot0.2)=0.32$.

The smallest grid that carries a normalised orbital has one site. There $R$ is either empty or the whole grid, so $p$ is 0 or 1 and $P_1=0$. The bound holds but is not reached. Two sites are enough to reach it, with equal weights and one site as the bound region.

## Pair amplitudes and escape probabilities in Lean

The type `ι` labels the grid points. It is only required to be finite, with decidable equality, so the grid may have any shape and spatial dimension.

```lean
import Mathlib

namespace TwoElectronIonization

noncomputable section

variable {ι : Type*} [Fintype ι] [DecidableEq ι]
```

The function $N(x,y)$ is `outsideCount`. Each coordinate contributes 0 if it lies in `R` and 1 otherwise. The region is a `Finset ι`, that is, any subset of the grid; it need not be connected or contain a nucleus.

```lean
/-- The number of electrons outside the region `R` when the two electrons sit at the
grid points `x` and `y`. -/
def outsideCount (R : Finset ι) (x y : ι) : ℕ :=
  (if x ∈ R then 0 else 1) + (if y ∈ R then 0 else 1)
```

The probability $P_k$ is `escapeProb Ψ R k`. It is defined for every amplitude `Ψ`, with or without correlation, and is a probability in the proper sense when `Ψ` is normalised.

```lean
/-- The pair density `|Ψ(x,y)|²` summed over all configurations with exactly `k` electrons outside
`R`. For a normalised `Ψ` this is the probability of finding exactly `k` outside. -/
def escapeProb (Ψ : ι → ι → ℂ) (R : Finset ι) (k : ℕ) : ℝ :=
  ∑ x, ∑ y, if outsideCount R x y = k then ‖Ψ x y‖ ^ 2 else 0
```

The next definition is the product amplitude. Spin does not appear in the code. The product is symmetric under exchange, and the antisymmetry required of electrons is carried by the spin singlet that accompanies it.

```lean
/-- The spatial amplitude `φ(x) φ(y)` of two electrons in the same orbital. -/
def doublyOccupied (φ : ι → ℂ) (x y : ι) : ℂ := φ x * φ y
```

The number $p$ is `boundWeight φ R`.

```lean
/-- The weight of the orbital `φ` inside the bound region `R`. -/
def boundWeight (φ : ι → ℂ) (R : Finset ι) : ℝ := ∑ x ∈ R, ‖φ x‖ ^ 2
```

With these definitions the binomial probabilities are not put in by hand: they have to come out of the sum over configurations.

## The sum over all outcomes

The first theorem holds for any pair amplitude, normalised or not. The proof merges the three double sums into one and compares the summands at fixed $x$ and $y$. The two `by_cases` steps split according to whether each point is in `R`. In each of the four cases exactly one of the three terms survives.

```lean
/-- For any pair amplitude, correlated or not, the values of `escapeProb` for zero, one and two
electrons outside `R` add up to the sum of `|Ψ(x,y)|²` over all configurations. -/
theorem escapeProb_total (Ψ : ι → ι → ℂ) (R : Finset ι) :
    escapeProb Ψ R 0 + escapeProb Ψ R 1 + escapeProb Ψ R 2 = ∑ x, ∑ y, ‖Ψ x y‖ ^ 2 := by
  simp only [escapeProb, ← Finset.sum_add_distrib]
  refine Finset.sum_congr rfl fun x _ => Finset.sum_congr rfl fun y _ => ?_
  by_cases hx : x ∈ R <;> by_cases hy : y ∈ R <;> simp [outsideCount, hx, hy]
```

## Weights inside and outside the bound region

To multiply sums over $R$ and over its complement in the same way, both are written as sums over the whole grid, with zeros at the excluded points. The first lemma does this for $p$.

```lean
/-- The bound weight is a sum over the whole grid in which points outside `R` count zero. -/
theorem boundWeight_eq (φ : ι → ℂ) (R : Finset ι) :
    boundWeight φ R = ∑ x, if x ∈ R then ‖φ x‖ ^ 2 else 0 := by
  simp [boundWeight, Finset.sum_ite_mem]
```

The second does it for $1-p$. The hypothesis `hφ` is the normalisation of the orbital on the full grid, and the proof uses it to replace the 1 by $\sum_x|\varphi(x)|^2$ before subtracting point by point. In a simulation with an absorbing boundary the stored orbital loses norm, so `hφ` fails for it once something has been absorbed.

```lean
/-- For a normalised orbital, the weight outside `R` is one minus the bound weight. -/
theorem outsideWeight_eq (φ : ι → ℂ) (R : Finset ι) (hφ : ∑ x, ‖φ x‖ ^ 2 = 1) :
    (∑ x, if x ∈ R then 0 else ‖φ x‖ ^ 2) = 1 - boundWeight φ R := by
  rw [boundWeight_eq, ← hφ, ← Finset.sum_sub_distrib]
  refine Finset.sum_congr rfl fun x _ => ?_
  by_cases hx : x ∈ R <;> simp [hx]
```

## The binomial probabilities

The main theorem says that for every normalised `φ` and every region `R`, the three escape probabilities of the doubly occupied orbital are $p^2$, $2p(1-p)$ and $(1-p)^2$, and that they add up to one.

The steps `h0` and `h2` are the two factorisations. `Finset.sum_mul_sum` turns a product of two sums into a double sum, which is then compared with the definition of `escapeProb` in the same four cases as before. The step `ht` shows that the product amplitude is normalised. Combined with the theorem on the total, this gives `hs`, the statement $P_0+P_1+P_2=1$. Single ionization follows by subtraction, as in the derivation above, and `linear_combination hs` carries out the algebra.

```lean
/-- Two electrons in one normalised orbital with bound weight `p`: the probabilities of zero,
one and two electrons outside `R` are `p²`, `2p(1-p)` and `(1-p)²`, and they sum to one. -/
theorem ionization_probabilities (φ : ι → ℂ) (R : Finset ι) (hφ : ∑ x, ‖φ x‖ ^ 2 = 1) :
    escapeProb (doublyOccupied φ) R 0 = boundWeight φ R ^ 2 ∧
    escapeProb (doublyOccupied φ) R 1 = 2 * boundWeight φ R * (1 - boundWeight φ R) ∧
    escapeProb (doublyOccupied φ) R 2 = (1 - boundWeight φ R) ^ 2 ∧
    escapeProb (doublyOccupied φ) R 0 + escapeProb (doublyOccupied φ) R 1
      + escapeProb (doublyOccupied φ) R 2 = 1 := by
  -- both electrons inside: the double sum factorises
  have h0 : escapeProb (doublyOccupied φ) R 0 = boundWeight φ R ^ 2 := by
    rw [sq, boundWeight_eq, Finset.sum_mul_sum]
    refine Finset.sum_congr rfl fun x _ => Finset.sum_congr rfl fun y _ => ?_
    by_cases hx : x ∈ R <;> by_cases hy : y ∈ R <;>
      simp [outsideCount, doublyOccupied, hx, hy, mul_pow]
  -- both electrons outside
  have h2 : escapeProb (doublyOccupied φ) R 2 = (1 - boundWeight φ R) ^ 2 := by
    rw [sq, ← outsideWeight_eq φ R hφ, Finset.sum_mul_sum]
    refine Finset.sum_congr rfl fun x _ => Finset.sum_congr rfl fun y _ => ?_
    by_cases hx : x ∈ R <;> by_cases hy : y ∈ R <;>
      simp [outsideCount, doublyOccupied, hx, hy, mul_pow]
  -- the remaining configurations follow from the sum over all outcomes
  have ht : ∑ x, ∑ y, ‖doublyOccupied φ x y‖ ^ 2 = 1 := by
    simp only [doublyOccupied, norm_mul, mul_pow]
    rw [← Finset.sum_mul_sum, hφ, one_mul]
  have hs := (escapeProb_total (doublyOccupied φ) R).trans ht
  refine ⟨h0, ?_, h2, hs⟩
  rw [h0, h2] at hs
  linear_combination hs
```

## The bound and its equality case

The next theorem contains both the inequality and the equivalence between $P_1=\tfrac12$ and $p=\tfrac12$. After $P_1$ has been replaced by $2p(1-p)$, `nlinarith` receives the fact $(p-\tfrac12)^2\ge0$ and derives the bound. If equality holds, `hsq` shows that this square is zero, and hence $p=\tfrac12$. The converse is a substitution.

```lean
/-- For two electrons in one normalised orbital, the single-ionization probability is at most
one half, and it equals one half exactly when the bound weight is one half. -/
theorem single_ionization_le_half (φ : ι → ℂ) (R : Finset ι) (hφ : ∑ x, ‖φ x‖ ^ 2 = 1) :
    escapeProb (doublyOccupied φ) R 1 ≤ 1 / 2 ∧
    (escapeProb (doublyOccupied φ) R 1 = 1 / 2 ↔ boundWeight φ R = 1 / 2) := by
  rw [(ionization_probabilities φ R hφ).2.1]
  refine ⟨by nlinarith [sq_nonneg (boundWeight φ R - 1 / 2)], fun h => ?_, fun h => ?_⟩
  · -- equality makes a perfect square vanish
    have hsq : (boundWeight φ R - 1 / 2) ^ 2 = 0 := by linear_combination (-1 / 2) * h
    have hz := (pow_eq_zero_iff (two_ne_zero)).mp hsq
    linarith
  · rw [h]
    norm_num
```

## Ionization from the survival probability

Here "survival" means that both electrons are found in $R$. It is not the squared overlap with the initial state, which often carries the same name. The theorem expresses $P_1$ and $P_2$ through $P_0$ alone. Its proof records that $p\ge0$, so that $\sqrt{p^2}=p$, and then quotes the binomial formulas.

```lean
/-- For two electrons in one normalised orbital, the probability `P₀` that none is outside `R` fixes
the others: `P₁ = 2√P₀(1-√P₀)` and `P₂ = (1-√P₀)²`. -/
theorem ionization_from_survival (φ : ι → ℂ) (R : Finset ι) (hφ : ∑ x, ‖φ x‖ ^ 2 = 1) :
    escapeProb (doublyOccupied φ) R 1 =
      2 * Real.sqrt (escapeProb (doublyOccupied φ) R 0)
        * (1 - Real.sqrt (escapeProb (doublyOccupied φ) R 0)) ∧
    escapeProb (doublyOccupied φ) R 2 =
      (1 - Real.sqrt (escapeProb (doublyOccupied φ) R 0)) ^ 2 := by
  obtain ⟨h0, h1, h2, -⟩ := ionization_probabilities φ R hφ
  have hp : 0 ≤ boundWeight φ R := Finset.sum_nonneg fun x _ => sq_nonneg _
  rw [h0, Real.sqrt_sq hp]
  exact ⟨h1, h2⟩
```

Within the product form, then, a single number fixes all three outcomes, and single and double ionization cannot vary independently.

## An orbital that reaches one half

The name `half_amplitude` refers to an amplitude whose squared modulus is one half; the amplitude itself is $1/\sqrt2$.

```lean
/-- The amplitude `1/√2` carries probability one half. -/
theorem half_amplitude : ‖(((Real.sqrt 2)⁻¹ : ℝ) : ℂ)‖ ^ 2 = 1 / 2 := by
  rw [Complex.norm_real, Real.norm_eq_abs, sq_abs, inv_pow, Real.sq_sqrt (by norm_num)]
  norm_num
```

The type `Fin 2` has the two sites 0 and 1. The orbital takes the value $1/\sqrt2$ on both, and the bound region `{0}` is the first of them. The theorem states that this orbital is normalised and that $P_1=\tfrac12$. The proof computes $p=\tfrac12$ and applies the equality case of the bound, so the value one half cannot be lowered for doubly occupied orbitals in general.

```lean
/-- The orbital with amplitude `1/√2` on each of two sites is normalised, and with one site as
the bound region its single-ionization probability is one half. -/
theorem single_ionization_half_attained :
    (∑ _x : Fin 2, ‖(((Real.sqrt 2)⁻¹ : ℝ) : ℂ)‖ ^ 2 = 1) ∧
    escapeProb (doublyOccupied fun _ : Fin 2 => (((Real.sqrt 2)⁻¹ : ℝ) : ℂ)) {0} 1 = 1 / 2 := by
  have hn : ∑ _x : Fin 2, ‖(((Real.sqrt 2)⁻¹ : ℝ) : ℂ)‖ ^ 2 = 1 := by
    rw [Fin.sum_univ_two, half_amplitude]
    norm_num
  refine ⟨hn, (single_ionization_le_half _ _ hn).2.mpr ?_⟩
  rw [boundWeight, Finset.sum_singleton, half_amplitude]
```

## A correlated pair that exceeds the bound

The limit of one half belongs to the product form and not to two-electron states as such. Consider two electrons on two sites that are never found on the same site:

$$\Psi(0,1)=\Psi(1,0)=\frac1{\sqrt2},\qquad \Psi(0,0)=\Psi(1,1)=0 .$$

```lean
/-- The pair amplitude on two sites that is `1/√2` when the electrons are on different sites
and zero when they are on the same site. -/
def splitPair (x y : Fin 2) : ℂ := if x = y then 0 else (((Real.sqrt 2)⁻¹ : ℝ) : ℂ)
```

This amplitude is normalised, since two configurations carry probability one half each. It is symmetric under exchange, so like the doubly occupied orbital it can be combined with a spin singlet. With site 0 as the bound region, both configurations have exactly one electron outside, and therefore $P_1=1$.

The comparison matters for density functional theory. A short sum, done here outside Lean, shows that this pair and the equal-weight orbital have the same density: one electron per site on average. Their single-ionization probabilities are nevertheless 1 and $\tfrac12$. For the split pair, inserting the correct density into the product formula therefore gives half the correct single-ionization probability.

In the proof, `hn` tabulates the pair density, which is 0 on equal sites and $\tfrac12$ on different ones. The normalisation and the escape probability are then sums over four configurations, and the symmetry follows because $x=y$ and $y=x$ are the same condition.

```lean
/-- The split pair is normalised and symmetric under exchange, and with one site as the bound
region its single-ionization probability is one. -/
theorem splitPair_single_ionization :
    (∑ x, ∑ y, ‖splitPair x y‖ ^ 2 = 1) ∧ (∀ x y, splitPair x y = splitPair y x) ∧
    escapeProb splitPair {0} 1 = 1 := by
  have hn : ∀ x y, ‖splitPair x y‖ ^ 2 = if x = y then (0 : ℝ) else 1 / 2 := by
    intro x y
    by_cases h : x = y
    · simp [splitPair, h]
    · rw [splitPair, if_neg h, if_neg h, half_amplitude]
  refine ⟨?_, fun x y => ?_, ?_⟩
  · simp only [hn, Fin.sum_univ_two]
    norm_num
  · simp only [splitPair, eq_comm]
  · simp only [escapeProb, hn, Fin.sum_univ_two]
    norm_num [outsideCount]

end

end TwoElectronIonization
```

```lean
#print axioms TwoElectronIonization.single_ionization_le_half
-- 'TwoElectronIonization.single_ionization_le_half' depends on axioms: [propext, Classical.choice, Quot.sound]
#print axioms TwoElectronIonization.ionization_from_survival
-- 'TwoElectronIonization.ionization_from_survival' depends on axioms: [propext, Classical.choice, Quot.sound]
#print axioms TwoElectronIonization.single_ionization_half_attained
-- 'TwoElectronIonization.single_ionization_half_attained' depends on axioms: [propext, Classical.choice, Quot.sound]
#print axioms TwoElectronIonization.splitPair_single_ionization
-- 'TwoElectronIonization.splitPair_single_ionization' depends on axioms: [propext, Classical.choice, Quot.sound]
```
